# Tracing out the third qubit leaves a separable pair for GHZ and an entangled pair for W

Suppose three qubits are prepared in an entangled pure state, the third is lost, and the other two are then used as an entangled pair. Knowing only that the three-qubit state was entangled, one cannot say whether this will work. For GHZ = (e000 + e111)/√2 it fails: the surviving pair is a classical mixture of 00 and 11. For W = (e001 + e010 + e100)/√3 the surviving pair is still entangled. For these two exact, noise-free states, the theorems below settle the matter, which bears on how entanglement in quantum mechanics survives the loss of a particle.

The main theorem has no hypotheses, because it concerns two particular vectors. The conditions sit in the lemmas behind it, and they are taken here one at a time. Where no theorem is named, what is said about removing a condition is ordinary algebra with no Lean proof behind it.

## A lost qubit is summed over

A three-qubit vector ψ assigns a complex amplitude to each basis label. Lean groups the label as ((i, j), k), so that the first two qubits form a pair and k belongs to the third.

```lean
import Mathlib

open Matrix
open scoped ComplexOrder Kronecker

namespace GHZWReducedStates

noncomputable section

/-- The computational basis vector `e_ijk` of three qubits. -/
def ket (i j k : Fin 2) : (Fin 2 × Fin 2) × Fin 2 → ℂ :=
  fun q => if q = ((i, j), k) then 1 else 0

/-- The GHZ vector `(e000 + e111)/√2`. -/
def ghz : (Fin 2 × Fin 2) × Fin 2 → ℂ :=
  ((Real.sqrt 2 : ℝ) : ℂ)⁻¹ • (ket 0 0 0 + ket 1 1 1)

/-- The W vector `(e001 + e010 + e100)/√3`. -/
def w : (Fin 2 × Fin 2) × Fin 2 → ℂ :=
  ((Real.sqrt 3 : ℝ) : ℂ)⁻¹ • (ket 0 0 1 + ket 0 1 0 + ket 1 0 0)
```

The lower-case `w` is the W state. The pure state is the matrix |ψ⟩⟨ψ|, with `star` for complex conjugation. Writing p and q for labels of the remaining pair, the reduced matrix is

    ρ(p, q) = Σ_k ψ(p, k) ψ(q, k)*

```lean
/-- The matrix `|ψ⟩⟨ψ|` of a three-qubit vector. -/
def pureState (ψ : (Fin 2 × Fin 2) × Fin 2 → ℂ) :
    Matrix ((Fin 2 × Fin 2) × Fin 2) ((Fin 2 × Fin 2) × Fin 2) ℂ :=
  Matrix.of fun p q => ψ p * star (ψ q)

/-- The partial trace over the third qubit. -/
def traceThird (ρ : Matrix ((Fin 2 × Fin 2) × Fin 2) ((Fin 2 × Fin 2) × Fin 2) ℂ) :
    Matrix (Fin 2 × Fin 2) (Fin 2 × Fin 2) ℂ :=
  Matrix.of fun p q => ∑ k, ρ (p, k) (q, k)
```

That a lost qubit is described by this sum is the step from the matrices to the laboratory, and it is built into the definition. It is the right description when nothing is learned about the lost qubit. If instead the third qubit of GHZ were measured in the basis (e0 ± e1)/√2 and the outcome reported, the other two would be left in a maximally entangled state.

Three more definitions are needed. `proj i` takes one index but denotes the two-qubit projector P_ii onto e_ii. The partial transpose exchanges the row and column indices of the second party only. A density matrix is positive semidefinite, which in Lean includes being Hermitian, and has trace one.

```lean
/-- The projector `P_ii` onto the two-qubit basis vector `e_ii`. -/
def proj (i : Fin 2) : Matrix (Fin 2 × Fin 2) (Fin 2 × Fin 2) ℂ :=
  Matrix.single (i, i) (i, i) 1

/-- The partial transpose on the second party. -/
def partialTranspose {m n : Type*} (ρ : Matrix (m × n) (m × n) ℂ) :
    Matrix (m × n) (m × n) ℂ :=
  Matrix.of fun p q => ρ (p.1, q.2) (q.1, p.2)

/-- A density matrix is positive semidefinite and has trace one. -/
def IsDensity {n : Type*} [Fintype n] (ρ : Matrix n n ℂ) : Prop :=
  ρ.PosSemidef ∧ ρ.trace = 1
```

A separable state is a finite mixture of product states,

    ρ = Σ_i p_i A_i ⊗ B_i,   p_i ≥ 0,   Σ_i p_i = 1

with every A_i and B_i a density matrix. The letter p stands for probabilities here and for basis labels elsewhere.

```lean
/-- A separable state is a finite convex mixture of products of density matrices. -/
def IsSeparable {m n : Type*} [Fintype m] [Fintype n]
    (ρ : Matrix (m × n) (m × n) ℂ) : Prop :=
  ∃ (N : ℕ) (p : Fin N → ℝ) (A : Fin N → Matrix m m ℂ) (B : Fin N → Matrix n n ℂ),
    (∀ i, 0 ≤ p i) ∧ ∑ i, p i = 1 ∧ (∀ i, IsDensity (A i)) ∧ (∀ i, IsDensity (B i)) ∧
    ρ = ∑ i, (p i : ℂ) • (A i ⊗ₖ B i)
```

For the vector α e000 + β e111, the term k = 0 of the sum sees only the amplitude α at 00, and k = 1 sees only β at 11. A cross term αβ* would need the third qubit to be 0 in one factor and 1 in the other, so it never occurs:

    ρ = |α|² P00 + |β|² P11

This holds for all complex α and β, normalised or not. The proof compares the two sides entry by entry: `fin_cases` runs through the sixteen entries of the 4 × 4 matrix and `simp` evaluates each.

```lean
/-- Tracing out the third qubit of `α e000 + β e111` leaves `|α|² P00 + |β|² P11`. -/
theorem traceThird_ghz_family (α β : ℂ) :
    traceThird (pureState (α • ket 0 0 0 + β • ket 1 1 1)) =
      (α * star α) • proj 0 + (β * star β) • proj 1 := by
  ext ⟨i, j⟩ ⟨k, l⟩
  fin_cases i <;> fin_cases j <;> fin_cases k <;> fin_cases l <;>
    simp [traceThird, pureState, ket, proj, Fin.sum_univ_two]
```

## The weights are probabilities

The next result says that s P00 + t P11 is separable, under the hypotheses `hs : 0 ≤ s`, `ht : 0 ≤ t` and `hst : s + t = 1`. Physically, s and t are the probabilities of finding the pair in 00 and in 11.

By hand, one writes P00 = |0⟩⟨0| ⊗ |0⟩⟨0| and P11 = |1⟩⟨1| ⊗ |1⟩⟨1|. The mixture is then already in separable form, provided that s and t are admissible weights. The one-qubit factors must be density matrices. Each projector P satisfies P†P = P, which makes it positive semidefinite, and its trace is one.

```lean
/-- The projector onto a basis vector of one qubit is a density matrix. -/
theorem isDensity_single (i : Fin 2) : IsDensity (Matrix.single i i (1 : ℂ)) := by
  constructor
  · -- a projector has the form `Aᴴ A`
    have h := Matrix.posSemidef_conjTranspose_mul_self (Matrix.single i i (1 : ℂ))
    have e : (Matrix.single i i (1 : ℂ))ᴴ * Matrix.single i i (1 : ℂ) =
        Matrix.single i i (1 : ℂ) := by
      ext a b
      fin_cases i <;> fin_cases a <;> fin_cases b <;>
        simp [Matrix.mul_apply, Matrix.single_apply]
    rwa [e] at h
  · fin_cases i <;> simp [Matrix.trace]
```

The proof of separability supplies exactly this decomposition: two terms, weights `![s, t]`, and the same one-qubit projector in both factors. The three hypotheses are used only to show that the weights are nonnegative and sum to one. The last step checks the matrix identity entry by entry.

```lean
/-- Every convex mixture of `P00` and `P11` is separable. -/
theorem isSeparable_mixture (s t : ℝ) (hs : 0 ≤ s) (ht : 0 ≤ t) (hst : s + t = 1) :
    IsSeparable ((s : ℂ) • proj 0 + (t : ℂ) • proj 1) := by
  refine ⟨2, ![s, t], fun i => Matrix.single i i 1, fun i => Matrix.single i i 1,
    ?_, ?_, isDensity_single, isDensity_single, ?_⟩
  · intro i
    fin_cases i
    · exact hs
    · exact ht
  · simpa [Fin.sum_univ_two] using hst
  · ext ⟨i, j⟩ ⟨k, l⟩
    fin_cases i <;> fin_cases j <;> fin_cases k <;> fin_cases l <;>
      simp [proj, Fin.sum_univ_two, Matrix.kroneckerMap_apply]
```

All three conditions are necessary. A separable state is positive semidefinite with trace one, whereas s P00 + t P11 has eigenvalues s and t (and 0) and trace s + t.

## A positive matrix with an empty level

The W half rests on a general fact about a positive semidefinite matrix M: if the diagonal entry M(q, q) vanishes, so does M(p, q) for every p. Read for a density matrix, a level that is never occupied has no coherence with any other. "Level" means a basis state here and implies nothing about energy.

By hand, take the 2 × 2 principal minor on p and q. Positivity makes it nonnegative, and Hermiticity gives M(q, p) = M(p, q)*. With M(q, q) = 0,

    0 ≤ M(p, p) M(q, q) − M(p, q) M(q, p) = −|M(p, q)|²

so M(p, q) = 0.

The proof uses the hypothesis `h : M.PosSemidef` twice, for the sign of the determinant of the submatrix on `![p, q]` and for Hermiticity. The hypothesis `hq` removes the product of the diagonal entries. What remains is the displayed inequality, with `Complex.normSq` for the squared modulus.

```lean
/-- In a positive semidefinite matrix, a level with zero population has no coherence
with any other level. -/
theorem coherence_eq_zero {n : Type*} [Fintype n] {M : Matrix n n ℂ}
    (h : M.PosSemidef) (p q : n) (hq : M q q = 0) : M p q = 0 := by
  -- the principal minor on the levels `p` and `q` is nonnegative
  have hd := (h.submatrix ![p, q]).det_nonneg
  rw [Matrix.det_fin_two] at hd
  simp only [Matrix.submatrix_apply, Matrix.cons_val_zero, Matrix.cons_val_one,
    hq, mul_zero, zero_sub] at hd
  have hs : M q p = star (M p q) := (h.isHermitian.apply q p).symm
  rw [hs, Complex.star_def, Complex.mul_conj] at hd
  have hn : 0 ≤ -Complex.normSq (M p q) := by exact_mod_cast hd
  exact Complex.normSq_eq_zero.mp (le_antisymm (by linarith) (Complex.normSq_nonneg _))
```

Hermiticity alone would not be enough: the Pauli matrix σx is Hermitian with zero diagonal, yet its off-diagonal entries are 1. Nor does positivity suffice without the empty level, since the projector onto (e0 + e1)/√2 has coherence 1/2.

## Two amplitudes that do not vanish

Now take a e001 + b e010 + c e100 with `hb : b ≠ 0` and `hc : c ≠ 0`. These say that the excitation can be found on the second qubit and can be found on the first. The amplitude a, for the excitation on the lost qubit, is unrestricted.

In the trace over the third qubit, k = 1 contributes |a|² P00, and k = 0 contributes the projector-like matrix of the vector b e01 + c e10:

    ρ = |a|² |00⟩⟨00| + |b|² |01⟩⟨01| + |c|² |10⟩⟨10|
        + b c* |01⟩⟨10| + c b* |10⟩⟨01|

The partial transpose, written ρ^Γ, leaves the diagonal alone and turns |01⟩⟨10| into |00⟩⟨11|. Hence

    ρ^Γ(11, 11) = 0,   ρ^Γ(00, 11) = b c*

If ρ^Γ were positive semidefinite, the empty level 11 would force b c* = 0, contrary to the two hypotheses. For a vector of squared norm S = |a|² + |b|² + |c|², the coherence of the normalised state is b c*/S, which is 1/3 for W.

The proof follows the same argument. It assumes positivity, applies `coherence_eq_zero` to the levels (0, 0) and (1, 1), and lets `simp` reduce the resulting equation to a contradiction with `hb` and `hc`. The suffix `not_ppt` in the theorem's name abbreviates "not positive partial transpose".

```lean
/-- For `a e001 + b e010 + c e100` with `b` and `c` nonzero, the state left after tracing
out the third qubit has a partial transpose that is not positive semidefinite. -/
theorem w_family_not_ppt (a b c : ℂ) (hb : b ≠ 0) (hc : c ≠ 0) :
    ¬ (partialTranspose (traceThird (pureState
      (a • ket 0 0 1 + b • ket 0 1 0 + c • ket 1 0 0)))).PosSemidef := by
  intro h
  -- level 11 is empty, yet its coherence with level 00 is `b * star c`
  have h0 := coherence_eq_zero h (0, 0) (1, 1)
    (by simp [partialTranspose, traceThird, pureState, ket])
  simp [partialTranspose, traceThird, pureState, ket, Fin.sum_univ_two, hb, hc] at h0
```

Both conditions are needed. If b or c is zero, ρ is diagonal with nonnegative entries, the partial transpose does not change it, and it is positive semidefinite.

## Normalisation matters for GHZ and not for W

The main theorem makes three statements: the reduced GHZ matrix equals (P00 + P11)/2, it is separable, and the partial transpose of the reduced W matrix is not positive semidefinite.

For GHZ, set α = β = 1/√2, so that |α|² = |β|² = 1/2, and use the mixture with s = t = 1/2. In the proof, `h2` and `hc` compute this factor of 1/2, `hg` gives the reduced matrix, and `isSeparable_mixture` supplies the decomposition. For W, set a = b = c = 1/√3. The only property of this number that the argument needs is that it is nonzero, which is `h3`.

```lean
/-- Tracing out the third qubit of GHZ gives the separable mixture `(P00 + P11)/2`, whereas
for W it gives a matrix whose partial transpose is not positive semidefinite. -/
theorem ghz_separable_w_not_ppt :
    traceThird (pureState ghz) = (1 / 2 : ℂ) • (proj 0 + proj 1) ∧
    IsSeparable (traceThird (pureState ghz)) ∧
    ¬ (partialTranspose (traceThird (pureState w))).PosSemidef := by
  have h2 : ((Real.sqrt 2 : ℝ) : ℂ) * ((Real.sqrt 2 : ℝ) : ℂ) = 2 := by
    rw [← Complex.ofReal_mul, Real.mul_self_sqrt (by norm_num)]
    norm_num
  have hc : ((Real.sqrt 2 : ℝ) : ℂ)⁻¹ * star ((Real.sqrt 2 : ℝ) : ℂ)⁻¹ = 1 / 2 := by
    rw [star_inv₀, Complex.star_def, Complex.conj_ofReal, ← mul_inv, h2]
    norm_num
  have hg : traceThird (pureState ghz) = (1 / 2 : ℂ) • (proj 0 + proj 1) := by
    rw [ghz, smul_add, traceThird_ghz_family, hc, ← smul_add]
  refine ⟨hg, ?_, ?_⟩
  · have h := isSeparable_mixture (1 / 2) (1 / 2) (by norm_num) (by norm_num) (by norm_num)
    have e : ((1 / 2 : ℝ) : ℂ) = 1 / 2 := by norm_num
    rw [e] at h
    rwa [hg, smul_add]
  · have h3 : ((Real.sqrt 3 : ℝ) : ℂ)⁻¹ ≠ 0 :=
      inv_ne_zero (Complex.ofReal_ne_zero.mpr (Real.sqrt_ne_zero'.mpr (by norm_num)))
    rw [w, smul_add, smul_add]
    exact w_family_not_ppt _ _ _ h3 h3
```

Without the factor 1/√2, the reduced GHZ matrix would be P00 + P11, whose trace is 2, and it would not count as separable under a definition that includes normalisation. Without the factor 1/√3, the W conclusion would be unchanged, because a positive scale factor cannot make a matrix positive semidefinite.

## Separability forces a positive partial transpose

A partial transpose that fails to be positive is a statement about a matrix. It becomes a statement about entanglement through the Peres criterion, whose hypothesis `h : IsSeparable ρ` says that the state can be prepared by mixing product states. The two systems may have any finite dimensions.

By hand, the partial transpose of A_i ⊗ B_i is A_i ⊗ B_iᵀ, so

    ρ^Γ = Σ_i p_i A_i ⊗ B_iᵀ

The transpose of a positive semidefinite matrix is positive semidefinite, because x†Bᵀx = y†By with y the complex conjugate of x. Kronecker products of positive semidefinite matrices are positive semidefinite, and so are sums of them with nonnegative weights.

The proof unpacks the decomposition, establishes the displayed identity as `e`, and then assembles positivity from the transpose, the Kronecker product, the weight and the sum. It uses the signs of the weights and the positivity of the factors. The normalisation of the weights is discarded, and the traces of the factors are never used.

```lean
/-- Peres criterion: the partial transpose of a separable state of two finite-dimensional
systems is positive semidefinite. -/
theorem peres_criterion {m n : Type*} [Fintype m] [Fintype n]
    {ρ : Matrix (m × n) (m × n) ℂ} (h : IsSeparable ρ) :
    (partialTranspose ρ).PosSemidef := by
  obtain ⟨N, p, A, B, hp, -, hA, hB, rfl⟩ := h
  -- the partial transpose acts on the second factor of each product
  have e : partialTranspose (∑ i, (p i : ℂ) • (A i ⊗ₖ B i)) =
      ∑ i, (p i : ℂ) • (A i ⊗ₖ (B i)ᵀ) := by
    ext ⟨i, j⟩ ⟨k, l⟩
    simp [partialTranspose, Matrix.sum_apply, Matrix.kroneckerMap_apply]
  rw [e]
  refine Matrix.posSemidef_sum _ (fun i _ => ?_)
  exact ((hA i).1.kronecker (hB i).1.transpose).smul (Complex.zero_le_real.mpr (hp i))
```

Being a density matrix is not a sufficient replacement for separability: the reduced W state is one, and its partial transpose is not positive semidefinite by `ghz_separable_w_not_ppt`. Read in the other direction, the criterion shows that this state is not separable, which for a density matrix is what entangled means. The last theorem is that deduction: a separable decomposition would give a positive partial transpose and contradict the third part of the main theorem.

```lean
/-- The two-qubit state left after tracing out the third qubit of W is not separable. -/
theorem w_reduced_not_separable : ¬ IsSeparable (traceThird (pureState w)) :=
  fun h => ghz_separable_w_not_ppt.2.2 (peres_criterion h)

end

end GHZWReducedStates
```

The criterion is used in one direction only. A positive partial transpose is never taken here as evidence of separability; for GHZ the product states are written down explicitly.

```lean
#print axioms GHZWReducedStates.ghz_separable_w_not_ppt
#print axioms GHZWReducedStates.w_reduced_not_separable
```

```
'GHZWReducedStates.ghz_separable_w_not_ppt' depends on axioms: [propext, Classical.choice, Quot.sound]
'GHZWReducedStates.w_reduced_not_separable' depends on axioms: [propext, Classical.choice, Quot.sound]
```
